# Real 3×3 matrices split into orthogonally invariant blocks of dimensions 1, 3 and 5

**A:** Every real $3\times3$ matrix is a unique sum of a multiple of the identity, an antisymmetric matrix and a traceless symmetric one. For orthogonal $R$, $M\mapsto RMR^T$ maps each of these subspaces onto itself. For $uv^T$ the parts are fixed by $u\cdot v$, $u\times v$ and a symmetrised remainder, and $Ru\times Rv=\det(R)\,R(u\times v)$.

**Q:** Which Lean objects carry the physics?

**A:** `V3` holds Cartesian vectors and `M3` rank-two tensors, with indices 0, 1, 2.

```lean
import Mathlib

open Matrix

namespace VectorProductChannels

noncomputable section

/-- Real Cartesian vectors in three dimensions. -/
abbrev V3 := Fin 3 → ℝ

/-- Real Cartesian rank-two tensors in three dimensions. -/
abbrev M3 := Matrix (Fin 3) (Fin 3) ℝ
```

The three blocks are subspaces:

```lean
/-- The subspace of multiples of the identity matrix. -/
def scalarSub : Submodule ℝ M3 := Submodule.span ℝ {(1 : M3)}

/-- The subspace of antisymmetric matrices. -/
def antisymSub : Submodule ℝ M3 where
  carrier := {M | Mᵀ = -M}
  add_mem' := by
    intro A B hA hB
    have h1 : Aᵀ = -A := hA
    have h2 : Bᵀ = -B := hB
    show (A + B)ᵀ = -(A + B)
    rw [Matrix.transpose_add, h1, h2, neg_add]
  zero_mem' := by
    show (0 : M3)ᵀ = -0
    simp
  smul_mem' := by
    intro c A hA
    have h1 : Aᵀ = -A := hA
    show (c • A)ᵀ = -(c • A)
    rw [Matrix.transpose_smul, h1, smul_neg]

/-- The subspace of symmetric matrices with zero trace. -/
def symTracelessSub : Submodule ℝ M3 where
  carrier := {M | Mᵀ = M ∧ M.trace = 0}
  add_mem' := by
    intro A B hA hB
    have h1 : Aᵀ = A ∧ A.trace = 0 := hA
    have h2 : Bᵀ = B ∧ B.trace = 0 := hB
    show (A + B)ᵀ = A + B ∧ (A + B).trace = 0
    rw [Matrix.transpose_add, Matrix.trace_add, h1.1, h2.1, h1.2, h2.2, add_zero]
    exact ⟨rfl, rfl⟩
  zero_mem' := by
    show (0 : M3)ᵀ = 0 ∧ (0 : M3).trace = 0
    simp
  smul_mem' := by
    intro c A hA
    have h1 : Aᵀ = A ∧ A.trace = 0 := hA
    show (c • A)ᵀ = c • A ∧ (c • A).trace = 0
    rw [Matrix.transpose_smul, Matrix.trace_smul, h1.1, h1.2, smul_zero]
    exact ⟨rfl, rfl⟩
```

The extracted parts are the terms of
$$M=\tfrac{\operatorname{tr}M}{3}1+\tfrac12(M-M^T)+\left[\tfrac12(M+M^T)-\tfrac{\operatorname{tr}M}{3}1\right].$$

```lean
/-- The scalar part `(tr M / 3) 1` of a matrix. -/
def scalarPart : M3 →ₗ[ℝ] M3 where
  toFun M := (M.trace / 3) • (1 : M3)
  map_add' A B := by
    ext i j
    simp only [Matrix.trace_add, Matrix.add_apply, Matrix.smul_apply, smul_eq_mul]
    ring
  map_smul' c A := by
    ext i j
    simp only [RingHom.id_apply, Matrix.trace_smul, Matrix.smul_apply, smul_eq_mul]
    ring

/-- The antisymmetric part `(M - Mᵀ) / 2` of a matrix. -/
def antisymPart : M3 →ₗ[ℝ] M3 where
  toFun M := (1 / 2 : ℝ) • (M - Mᵀ)
  map_add' A B := by
    ext i j
    simp only [Matrix.add_apply, Matrix.sub_apply, Matrix.smul_apply, Matrix.transpose_apply,
      smul_eq_mul]
    ring
  map_smul' c A := by
    ext i j
    simp only [RingHom.id_apply, Matrix.sub_apply, Matrix.smul_apply, Matrix.transpose_apply,
      smul_eq_mul]
    ring

/-- The traceless symmetric part `(M + Mᵀ) / 2 - (tr M / 3) 1` of a matrix. -/
def symTracelessPart : M3 →ₗ[ℝ] M3 where
  toFun M := (1 / 2 : ℝ) • (M + Mᵀ) - (M.trace / 3) • (1 : M3)
  map_add' A B := by
    ext i j
    simp only [Matrix.trace_add, Matrix.add_apply, Matrix.sub_apply, Matrix.smul_apply,
      Matrix.transpose_apply, smul_eq_mul]
    ring
  map_smul' c A := by
    ext i j
    simp only [RingHom.id_apply, Matrix.trace_smul, Matrix.add_apply, Matrix.sub_apply,
      Matrix.smul_apply, Matrix.transpose_apply, smul_eq_mul]
    ring
```

`Channel` labels the blocks, and `conjBy R` is the change of tensor components under $R$.

```lean
/-- Labels of the three channels of a rank-two tensor. -/
inductive Channel
  | scalar
  | antisym
  | symTraceless
  deriving DecidableEq

/-- The subspace belonging to each channel. -/
def block : Channel → Submodule ℝ M3
  | .scalar => scalarSub
  | .antisym => antisymSub
  | .symTraceless => symTracelessSub

/-- The linear map extracting the part of a matrix in each channel. -/
def part : Channel → M3 →ₗ[ℝ] M3
  | .scalar => scalarPart
  | .antisym => antisymPart
  | .symTraceless => symTracelessPart

/-- The transformation `M ↦ R M Rᵀ` of a rank-two tensor. -/
def conjBy (R : M3) : M3 →ₗ[ℝ] M3 where
  toFun M := R * M * Rᵀ
  map_add' A B := by simp [Matrix.mul_add, Matrix.add_mul]
  map_smul' c A := by simp
```

`hat w` is $[w]_\times$, with $[w]_\times x=w\times x$. `quad` uses unnormalised basis matrices; dividing the first four by $\sqrt2$ and the last by $\sqrt6$ gives unit Frobenius norm. `symDyad u v` is $S(u,v)=\frac12(uv^T+vu^T)-\frac{u\cdot v}{3}1$.

```lean
/-- The cross-product matrix `[w]ₓ` of a vector `w`. -/
def hat : V3 →ₗ[ℝ] M3 where
  toFun w := !![0, -w 2, w 1; w 2, 0, -w 0; -w 1, w 0, 0]
  map_add' u v := by
    ext i j
    fin_cases i <;> fin_cases j <;> simp <;> ring
  map_smul' c w := by
    ext i j
    fin_cases i <;> fin_cases j <;> simp

/-- The matrix built from five components of type `xy`, `yz`, `zx`, `x² - y²`
and `2z² - x² - y²`. -/
def quad : (Fin 5 → ℝ) →ₗ[ℝ] M3 where
  toFun q := !![q 3 - q 4, q 0, q 2; q 0, -q 3 - q 4, q 1; q 2, q 1, 2 * q 4]
  map_add' p q := by
    ext i j
    fin_cases i <;> fin_cases j <;> simp <;> ring
  map_smul' c q := by
    ext i j
    fin_cases i <;> fin_cases j <;> simp <;> ring

/-- The symmetrised, trace-free product `(u vᵀ + v uᵀ) / 2 - (u·v / 3) 1` of two vectors. -/
def symDyad (u v : V3) : M3 :=
  (1 / 2 : ℝ) • (vecMulVec u v + vecMulVec v u) - ((u ⬝ᵥ v) / 3) • (1 : M3)

/-- A quarter turn about the `z` axis combined with the mirror `z ↦ -z`. -/
def rotoreflection : M3 := !![0, -1, 0; 1, 0, 0; 0, 0, -1]
```

**Q:** Where do 1, 3 and 5 come from?

**A:** The identity spans a line. An antisymmetric matrix has three free entries; a symmetric one has six, less one for zero trace. Lean shows that `hat` and `quad` are injective with the right ranges, reading the components off the entries.

```lean
/-- The map `w ↦ [w]ₓ` is injective and its range is the antisymmetric subspace. -/
theorem hat_parametrises : Function.Injective hat ∧ LinearMap.range hat = antisymSub := by
  constructor
  · intro u v h
    have h0 : u 0 = v 0 := by simpa [hat] using congrFun (congrFun h 2) 1
    have h1 : u 1 = v 1 := by simpa [hat] using congrFun (congrFun h 0) 2
    have h2 : u 2 = v 2 := by simpa [hat] using congrFun (congrFun h 1) 0
    funext k
    fin_cases k
    exacts [h0, h1, h2]
  · apply le_antisymm
    · rintro _ ⟨w, rfl⟩
      show (hat w)ᵀ = -hat w
      ext i j
      fin_cases i <;> fin_cases j <;> simp [hat]
    · intro M hM
      have hA : Mᵀ = -M := hM
      have h : ∀ i j, M j i = -M i j := fun i j => by
        simpa using congrFun (congrFun hA i) j
      -- read the vector off the off-diagonal entries
      refine ⟨![M 2 1, M 0 2, M 1 0], ?_⟩
      ext i j
      fin_cases i <;> fin_cases j <;> simp [hat] <;>
        linarith [h 0 0, h 1 1, h 2 2, h 0 1, h 0 2, h 1 2]

/-- The five-component map is injective and its range is the traceless symmetric subspace. -/
theorem quad_parametrises :
    Function.Injective quad ∧ LinearMap.range quad = symTracelessSub := by
  constructor
  · intro p q h
    have h0 : p 0 = q 0 := by simpa [quad] using congrFun (congrFun h 0) 1
    have h1 : p 1 = q 1 := by simpa [quad] using congrFun (congrFun h 1) 2
    have h2 : p 2 = q 2 := by simpa [quad] using congrFun (congrFun h 0) 2
    have h22 : 2 * p 4 = 2 * q 4 := by simpa [quad] using congrFun (congrFun h 2) 2
    have h00 : p 3 - p 4 = q 3 - q 4 := by simpa [quad] using congrFun (congrFun h 0) 0
    have h4 : p 4 = q 4 := by linarith
    have h3 : p 3 = q 3 := by linarith
    funext k
    fin_cases k
    exacts [h0, h1, h2, h3, h4]
  · apply le_antisymm
    · rintro _ ⟨q, rfl⟩
      show (quad q)ᵀ = quad q ∧ (quad q).trace = 0
      constructor
      · ext i j
        fin_cases i <;> fin_cases j <;> simp [quad]
      · rw [Matrix.trace_fin_three]
        simp [quad]
        ring
    · intro M hM
      have hS : Mᵀ = M ∧ M.trace = 0 := hM
      have h : ∀ i j, M j i = M i j := fun i j => congrFun (congrFun hS.1 i) j
      have ht : M 0 0 + M 1 1 + M 2 2 = 0 := by
        rw [← Matrix.trace_fin_three]
        exact hS.2
      refine ⟨![M 0 1, M 1 2, M 0 2, (M 0 0 - M 1 1) / 2, M 2 2 / 2], ?_⟩
      ext i j
      fin_cases i <;> fin_cases j <;> simp [quad] <;>
        linarith [h 0 1, h 0 2, h 1 2, ht]

/-- The scalar, antisymmetric and traceless symmetric subspaces have dimensions 1, 3 and 5. -/
theorem finrank_blocks :
    Module.finrank ℝ scalarSub = 1 ∧ Module.finrank ℝ antisymSub = 3 ∧
      Module.finrank ℝ symTracelessSub = 5 := by
  refine ⟨?_, ?_, ?_⟩
  · unfold scalarSub
    exact finrank_span_singleton (one_ne_zero : (1 : M3) ≠ 0)
  · rw [← hat_parametrises.2, LinearMap.finrank_range_of_inj hat_parametrises.1]
    simp
  · rw [← quad_parametrises.2, LinearMap.finrank_range_of_inj quad_parametrises.1]
    simp
```

**Q:** Dimensions adding to nine don't make a direct sum.

**A:** No. If $M=a1+A+S$, the trace gives $a=\operatorname{tr}M/3$, and $M-M^T=2A$ gives $A$, hence $S$. In Lean, each part map fixes its own block and kills the others, which gives independence; the displayed sum gives spanning. `DirectSum.IsInternal` states both.

```lean
/-- The part map of a channel fixes the matrices of that channel and sends the matrices of the
other two channels to zero. -/
theorem part_of_mem (c d : Channel) {M : M3} (hM : M ∈ block d) :
    part c M = if c = d then M else 0 := by
  cases d with
  | scalar =>
    have hM' : M ∈ Submodule.span ℝ {(1 : M3)} := hM
    obtain ⟨a, rfl⟩ := Submodule.mem_span_singleton.mp hM'
    have ht : (a • (1 : M3)).trace = a * 3 := by simp
    have hT : (a • (1 : M3))ᵀ = a • (1 : M3) := by simp
    cases c <;>
      simp only [part, scalarPart, antisymPart, symTracelessPart, LinearMap.coe_mk,
        AddHom.coe_mk, hT, ht, reduceCtorEq, if_true, if_false] <;> module
  | antisym =>
    have hT : Mᵀ = -M := hM
    -- an antisymmetric matrix is traceless
    have ht : M.trace = 0 := by
      have h := Matrix.trace_transpose M
      rw [hT, Matrix.trace_neg] at h
      linarith
    cases c <;>
      simp only [part, scalarPart, antisymPart, symTracelessPart, LinearMap.coe_mk,
        AddHom.coe_mk, hT, ht, reduceCtorEq, if_true, if_false] <;> module
  | symTraceless =>
    have hS : Mᵀ = M ∧ M.trace = 0 := hM
    obtain ⟨hT, ht⟩ := hS
    cases c <;>
      simp only [part, scalarPart, antisymPart, symTracelessPart, LinearMap.coe_mk,
        AddHom.coe_mk, hT, ht, reduceCtorEq, if_true, if_false] <;> module

/-- The real 3 × 3 matrices are the internal direct sum of the three channel subspaces. -/
theorem isInternal_block : DirectSum.IsInternal block := by
  rw [DirectSum.isInternal_submodule_iff_iSupIndep_and_iSup_eq_top]
  constructor
  · refine iSupIndep_def.mpr fun c => ?_
    -- the other channels lie in the kernel of the part map of `c`
    have hker : (⨆ (d) (_ : d ≠ c), block d) ≤ LinearMap.ker (part c) := by
      refine iSup₂_le fun d hd => ?_
      intro M hM
      rw [LinearMap.mem_ker, part_of_mem c d hM, if_neg (Ne.symm hd)]
    rw [Submodule.disjoint_def]
    intro M hM hM'
    have h0 := hker hM'
    rw [LinearMap.mem_ker, part_of_mem c c hM, if_pos rfl] at h0
    exact h0
  · rw [eq_top_iff]
    intro M _
    have hsum : scalarPart M + antisymPart M + symTracelessPart M = M := by
      simp only [scalarPart, antisymPart, symTracelessPart, LinearMap.coe_mk, AddHom.coe_mk]
      module
    have h1 : scalarPart M ∈ block Channel.scalar := by
      show (M.trace / 3) • (1 : M3) ∈ Submodule.span ℝ {(1 : M3)}
      exact Submodule.mem_span_singleton.mpr ⟨M.trace / 3, rfl⟩
    have h2 : antisymPart M ∈ block Channel.antisym := by
      show ((1 / 2 : ℝ) • (M - Mᵀ))ᵀ = -((1 / 2 : ℝ) • (M - Mᵀ))
      simp only [Matrix.transpose_smul, Matrix.transpose_sub, Matrix.transpose_transpose]
      module
    have h3 : symTracelessPart M ∈ block Channel.symTraceless := by
      show ((1 / 2 : ℝ) • (M + Mᵀ) - (M.trace / 3) • (1 : M3))ᵀ =
          (1 / 2 : ℝ) • (M + Mᵀ) - (M.trace / 3) • (1 : M3) ∧
        ((1 / 2 : ℝ) • (M + Mᵀ) - (M.trace / 3) • (1 : M3)).trace = 0
      constructor
      · simp only [Matrix.transpose_sub, Matrix.transpose_smul, Matrix.transpose_add,
          Matrix.transpose_transpose, Matrix.transpose_one]
        module
      · simp only [Matrix.trace_sub, Matrix.trace_smul, Matrix.trace_add,
          Matrix.trace_transpose, Matrix.trace_one, Fintype.card_fin, smul_eq_mul,
          Nat.cast_ofNat]
        ring
    rw [← hsum]
    exact add_mem (add_mem (Submodule.mem_iSup_of_mem Channel.scalar h1)
      (Submodule.mem_iSup_of_mem Channel.antisym h2))
      (Submodule.mem_iSup_of_mem Channel.symTraceless h3)
```

**Q:** Are mirrors included in the invariance?

**A:** Yes: the only hypothesis is $RR^T=1$. Then $R(a1)R^T=a1$, $(RMR^T)^T=RM^TR^T$ preserves either symmetry, and $\operatorname{tr}(RMR^T)=\operatorname{tr}(R^TRM)=\operatorname{tr}M$. The map is onto because $M=R(R^TMR)R^T$. That the blocks split no further is not addressed.

```lean
/-- For orthogonal `R`, the map `M ↦ R M Rᵀ` sends each channel subspace onto itself. -/
theorem map_conjBy_block {R : M3} (hR : R * Rᵀ = 1) (c : Channel) :
    Submodule.map (conjBy R) (block c) = block c := by
  have hR' : Rᵀ * R = 1 := mul_eq_one_comm.mp hR
  have key : ∀ Q : M3, Q * Qᵀ = 1 → ∀ M ∈ block c, Q * M * Qᵀ ∈ block c := by
    intro Q hQ M hM
    have hQ' : Qᵀ * Q = 1 := mul_eq_one_comm.mp hQ
    cases c with
    | scalar =>
      have hM' : M ∈ Submodule.span ℝ {(1 : M3)} := hM
      obtain ⟨a, rfl⟩ := Submodule.mem_span_singleton.mp hM'
      show Q * (a • (1 : M3)) * Qᵀ ∈ Submodule.span ℝ {(1 : M3)}
      refine Submodule.mem_span_singleton.mpr ⟨a, ?_⟩
      rw [Matrix.mul_smul, Matrix.smul_mul, Matrix.mul_one, hQ]
    | antisym =>
      have hA : Mᵀ = -M := hM
      show (Q * M * Qᵀ)ᵀ = -(Q * M * Qᵀ)
      rw [Matrix.transpose_mul, Matrix.transpose_mul, Matrix.transpose_transpose, hA]
      simp [Matrix.mul_assoc]
    | symTraceless =>
      have hS : Mᵀ = M ∧ M.trace = 0 := hM
      show (Q * M * Qᵀ)ᵀ = Q * M * Qᵀ ∧ (Q * M * Qᵀ).trace = 0
      constructor
      · rw [Matrix.transpose_mul, Matrix.transpose_mul, Matrix.transpose_transpose, hS.1,
          Matrix.mul_assoc]
      · rw [Matrix.trace_mul_cycle, hQ', Matrix.one_mul, hS.2]
  apply le_antisymm
  · rintro _ ⟨M, hM, rfl⟩
    exact key R hR M hM
  · -- the preimage is obtained with the inverse transformation `Rᵀ`
    intro M hM
    refine ⟨Rᵀ * M * Rᵀᵀ, key Rᵀ (by rw [Matrix.transpose_transpose]; exact hR') M hM, ?_⟩
    show R * (Rᵀ * M * Rᵀᵀ) * Rᵀ = M
    rw [Matrix.transpose_transpose]
    calc R * (Rᵀ * M * R) * Rᵀ = (R * Rᵀ) * M * (R * Rᵀ) := by simp only [Matrix.mul_assoc]
      _ = M := by rw [hR, Matrix.one_mul, Matrix.mul_one]
```

**Q:** And if $R$ isn't orthogonal?

**A:** Take $R=\mathrm{diag}(2,1,1)$. It sends $1$ to $\mathrm{diag}(4,1,1)$, which is not scalar. The cross-product law fails too: $Re_1\times Re_2=e_0$, but $\det(R)\,R(e_1\times e_2)=4e_0$.

**Q:** How does orthogonality give that law?

**A:** For any $R$ and $w$,
$$(Rw)\cdot(Ru\times Rv)=\det(R)\,w\cdot(u\times v),$$
so $R^T(Ru\times Rv)=\det(R)\,u\times v$. Multiply by $R$ and use $RR^T=1$. Lean checks the middle identity, `gen`, by components.

```lean
/-- For orthogonal `R`, the cross product obeys `Ru × Rv = det(R) R (u × v)`. -/
theorem cross_mulVec_orthogonal {R : M3} (hR : R * Rᵀ = 1) (u v : V3) :
    (R *ᵥ u) ⨯₃ (R *ᵥ v) = R.det • (R *ᵥ (u ⨯₃ v)) := by
  -- cofactor identity, valid for every matrix
  have gen : Rᵀ *ᵥ ((R *ᵥ u) ⨯₃ (R *ᵥ v)) = R.det • (u ⨯₃ v) := by
    ext i
    fin_cases i <;>
      simp [cross_apply, Matrix.mulVec, dotProduct, Fin.sum_univ_three,
        Matrix.det_fin_three] <;> ring
  calc (R *ᵥ u) ⨯₃ (R *ᵥ v) = R *ᵥ (Rᵀ *ᵥ ((R *ᵥ u) ⨯₃ (R *ᵥ v))) := by
        rw [Matrix.mulVec_mulVec, hR, Matrix.one_mulVec]
    _ = R.det • (R *ᵥ (u ⨯₃ v)) := by rw [gen, Matrix.mulVec_smul]
```

Setting $u=w$ and $v=R^Tx$ in the law and using $\det(R)^2=1$ gives $R[w]_\times R^T=[\det(R)Rw]_\times$. Lean proves this through a matrix version of `gen`.

```lean
/-- For orthogonal `R`, transforming the cross-product matrix of `w` gives the cross-product
matrix of `det(R) R w`. -/
theorem conjBy_hat {R : M3} (hR : R * Rᵀ = 1) (w : V3) :
    conjBy R (hat w) = hat (R.det • (R *ᵥ w)) := by
  have gen : Rᵀ * hat (R *ᵥ w) * R = R.det • hat w := by
    ext i j
    fin_cases i <;> fin_cases j <;>
      simp [hat, Matrix.mul_apply, Matrix.mulVec, dotProduct, Fin.sum_univ_three,
        Matrix.det_fin_three, Matrix.vecTail] <;> ring
  have hd : R.det * R.det = 1 := by
    have h := congrArg Matrix.det hR
    rwa [Matrix.det_mul, Matrix.det_transpose, Matrix.det_one] at h
  have h1 : hat (R *ᵥ w) = R.det • (R * hat w * Rᵀ) := by
    calc hat (R *ᵥ w) = (R * Rᵀ) * hat (R *ᵥ w) * (R * Rᵀ) := by
          rw [hR, Matrix.one_mul, Matrix.mul_one]
      _ = R * (Rᵀ * hat (R *ᵥ w) * R) * Rᵀ := by simp only [Matrix.mul_assoc]
      _ = R.det • (R * hat w * Rᵀ) := by rw [gen, Matrix.mul_smul, Matrix.smul_mul]
  show R * hat w * Rᵀ = hat (R.det • (R *ᵥ w))
  rw [map_smul, h1, smul_smul, hd, one_smul]
```

**Q:** What does this say about two vectors?

**A:** The trace of $uv^T$ is $u\cdot v$. Entry $(0,1)$ of $uv^T-vu^T$ is $u_0v_1-u_1v_0=(u\times v)_2$, while that of $[w]_\times$ is $-w_2$. The other entries follow cyclically, so the antisymmetric part is $-\frac12[u\times v]_\times$. The remainder is $S(u,v)$.

```lean
/-- The parts of `u vᵀ` are `(u·v / 3) 1`, `-(1/2) [u × v]ₓ` and the symmetrised trace-free
product of `u` and `v`. -/
theorem dyad_parts (u v : V3) :
    scalarPart (vecMulVec u v) = ((u ⬝ᵥ v) / 3) • (1 : M3) ∧
      antisymPart (vecMulVec u v) = (-(1 / 2) : ℝ) • hat (u ⨯₃ v) ∧
      symTracelessPart (vecMulVec u v) = symDyad u v := by
  have ht : (vecMulVec u v).trace = u ⬝ᵥ v := rfl
  have hT : (vecMulVec u v)ᵀ = vecMulVec v u := by
    ext i j
    simp [Matrix.vecMulVec_apply, mul_comm]
  refine ⟨?_, ?_, ?_⟩
  · show ((vecMulVec u v).trace / 3) • (1 : M3) = ((u ⬝ᵥ v) / 3) • (1 : M3)
    rw [ht]
  · ext i j
    fin_cases i <;> fin_cases j <;>
      simp [antisymPart, hat, cross_apply, Matrix.vecMulVec_apply] <;> ring
  · show (1 / 2 : ℝ) • (vecMulVec u v + (vecMulVec u v)ᵀ) -
        ((vecMulVec u v).trace / 3) • (1 : M3) = symDyad u v
    rw [ht, hT, symDyad]
```

Adding the parts rebuilds the dyad, so the triple determines $uv^T$, though not $u$ and $v$ separately: $2u$ and $v/2$ give the same dyad.

```lean
/-- Two outer products `u vᵀ` and `u' v'ᵀ` are equal exactly when their dot products, cross
products and symmetrised trace-free products agree. -/
theorem dyad_eq_iff (u v u' v' : V3) :
    vecMulVec u v = vecMulVec u' v' ↔
      u ⬝ᵥ v = u' ⬝ᵥ v' ∧ u ⨯₃ v = u' ⨯₃ v' ∧ symDyad u v = symDyad u' v' := by
  constructor
  · intro h
    refine ⟨congrArg Matrix.trace h, ?_, ?_⟩
    · have a1 := (dyad_parts u v).2.1
      rw [h, (dyad_parts u' v').2.1] at a1
      apply hat_parametrises.1
      linear_combination (norm := module) (2 : ℝ) • a1
    · rw [← (dyad_parts u v).2.2, ← (dyad_parts u' v').2.2, h]
  · rintro ⟨h1, h2, h3⟩
    -- an outer product is rebuilt from its three parts
    have recon : ∀ a b : V3, vecMulVec a b =
        ((a ⬝ᵥ b) / 3) • (1 : M3) + (-(1 / 2) : ℝ) • hat (a ⨯₃ b) + symDyad a b := by
      intro a b
      obtain ⟨p1, p2, p3⟩ := dyad_parts a b
      rw [← p1, ← p2, ← p3]
      simp only [scalarPart, antisymPart, symTracelessPart, LinearMap.coe_mk, AddHom.coe_mk]
      module
    rw [recon u v, recon u' v', h1, h2, h3]
```

Since $(Ru)(Rv)^T=R\,uv^TR^T$, taking the trace shows that $u\cdot v$ is invariant, and symmetrising gives $S(Ru,Rv)=R\,S(u,v)R^T$. In an equivariant interatomic potential, these rules apply to a product of two vector features that both transform as $u\mapsto Ru$; if one of them is axial, $v\mapsto\det(R)Rv$, each part gains a further factor $\det(R)$. The theorem covers a single product of the first kind, not a whole network.

```lean
/-- Under an orthogonal `R` acting on both vectors, `u vᵀ` goes to `R u vᵀ Rᵀ`, the dot product
is unchanged, the cross product goes to `det(R) R (u × v)`, and the symmetrised trace-free
product `S` goes to `R S Rᵀ`. -/
theorem dyad_equivariant {R : M3} (hR : R * Rᵀ = 1) (u v : V3) :
    vecMulVec (R *ᵥ u) (R *ᵥ v) = conjBy R (vecMulVec u v) ∧
      (R *ᵥ u) ⬝ᵥ (R *ᵥ v) = u ⬝ᵥ v ∧
      (R *ᵥ u) ⨯₃ (R *ᵥ v) = R.det • (R *ᵥ (u ⨯₃ v)) ∧
      symDyad (R *ᵥ u) (R *ᵥ v) = conjBy R (symDyad u v) := by
  have hR' : Rᵀ * R = 1 := mul_eq_one_comm.mp hR
  have hD : ∀ a b : V3, vecMulVec (R *ᵥ a) (R *ᵥ b) = R * vecMulVec a b * Rᵀ := by
    intro a b
    ext i j
    simp only [Matrix.vecMulVec_apply, Matrix.mul_apply, Matrix.mulVec, dotProduct,
      Fin.sum_univ_three, Matrix.transpose_apply]
    ring
  -- the dot product is the trace of the outer product
  have hdot : (R *ᵥ u) ⬝ᵥ (R *ᵥ v) = u ⬝ᵥ v := by
    have h : (vecMulVec (R *ᵥ u) (R *ᵥ v)).trace = (vecMulVec u v).trace := by
      rw [hD, Matrix.trace_mul_cycle, hR', Matrix.one_mul]
    exact h
  refine ⟨hD u v, hdot, cross_mulVec_orthogonal hR u v, ?_⟩
  show symDyad (R *ᵥ u) (R *ᵥ v) = R * symDyad u v * Rᵀ
  simp only [symDyad]
  rw [hdot, hD u v, hD v u]
  simp only [Matrix.mul_sub, Matrix.sub_mul, Matrix.mul_smul, Matrix.smul_mul, Matrix.mul_add,
    Matrix.add_mul, Matrix.mul_one, hR]
```

**Q:** Does the determinant ever matter?

**A:** For this rotoreflection, $Re_0\times Re_1=e_2$, but $R(e_0\times e_1)=-e_2$. The factor $\det R=-1$ reconciles them.

```lean
/-- The rotoreflection `R` is orthogonal with determinant `-1`; for the unit vectors along `x`
and `y` it gives `Rx × Ry = z` while `R (x × y) = -z`. -/
theorem rotoreflection_witness :
    rotoreflection * rotoreflectionᵀ = 1 ∧ rotoreflection.det = -1 ∧
      (rotoreflection *ᵥ ![1, 0, 0]) ⨯₃ (rotoreflection *ᵥ ![0, 1, 0]) = ![0, 0, 1] ∧
      rotoreflection *ᵥ ((![1, 0, 0] : V3) ⨯₃ ![0, 1, 0]) = ![0, 0, -1] := by
  refine ⟨?_, ?_, ?_, ?_⟩
  · ext i j
    fin_cases i <;> fin_cases j <;>
      simp [rotoreflection, Matrix.mul_apply, Fin.sum_univ_three]
  · simp [rotoreflection, Matrix.det_fin_three]
  · ext i
    fin_cases i <;>
      simp [rotoreflection, cross_apply, Matrix.mulVec, dotProduct, Fin.sum_univ_three]
  · ext i
    fin_cases i <;>
      simp [rotoreflection, cross_apply, Matrix.mulVec, dotProduct, Fin.sum_univ_three]

end

end VectorProductChannels
```

```lean
#print axioms VectorProductChannels.finrank_blocks
#print axioms VectorProductChannels.isInternal_block
#print axioms VectorProductChannels.dyad_eq_iff
#print axioms VectorProductChannels.dyad_equivariant
```

```
'VectorProductChannels.finrank_blocks' depends on axioms: [propext, Classical.choice, Quot.sound]
'VectorProductChannels.isInternal_block' depends on axioms: [propext, Classical.choice, Quot.sound]
'VectorProductChannels.dyad_eq_iff' depends on axioms: [propext, Classical.choice, Quot.sound]
'VectorProductChannels.dyad_equivariant' depends on axioms: [propext, Classical.choice, Quot.sound]
```
